# The two-level $^2\Pi$ Hamiltonian with $A\neq 2B$ has one undetermined first-order direction at zero spin-rotation and $A_D$

Can the term values of a $^2\Pi$ state fix its spin-rotation constant and its centrifugal spin-orbit constant $A_D$ at the same time? A precise answer needs a meaning for "undetermined". Here a direction in the space of constants is undetermined if both fine-structure energies have zero derivative along it for every $J\ge 3/2$, starting from zero spin-rotation and zero $A_D$.

The constants are the origin $T$, the spin-orbit constant $A$, the rotational constant $B$, the spin-rotation constant $g$ (usually written $\gamma$) and $a=A_D$. All are real, in one energy unit. For $A\ne2B$ there is exactly one undetermined direction, up to scale. In a least-squares fit of term values to this two-level model, linearised at $g=a=0$, the five constants therefore cannot all be determined; fixing $g$, for example, removes this undetermined direction.

```lean
import Mathlib

namespace DoubletPiIndeterminacy

noncomputable section
```

## The Hamiltonian in the case (a) basis

Let $X=(J+\tfrac12)^2$, and order the basis as $\Omega=3/2,\,1/2$. Lean numbers these states 0 and 1. The rotational operator $N^2$ has diagonal elements $X-1$ and $X+1$, coupled by $-\sqrt{X-1}$.

```lean
/-- The operator `N²` of a doublet Pi state in the basis `Ω = 3/2, 1/2`,
with `X = (J + 1/2)²` and `X ≥ 1`. -/
def rotSq (X : ℝ) : Matrix (Fin 2) (Fin 2) ℝ :=
  !![X - 1, -√(X - 1); -√(X - 1), X + 1]
```

With $\Lambda=1$ and $\Sigma=\pm\tfrac12$, the operator $L_zS_z$ is diagonal, with values $\pm\tfrac12$.

```lean
/-- The operator `L_z S_z` in the basis `Ω = 3/2, 1/2`. -/
def axialSpinOrbit : Matrix (Fin 2) (Fin 2) ℝ := !![1 / 2, 0; 0, -1 / 2]
```

From $\mathbf J=\mathbf N+\mathbf S$ follows $\mathbf N\cdot\mathbf S=\tfrac12(J^2-S^2-N^2)$, and $J(J+1)-\tfrac34=X-1$.

```lean
/-- The operator `N·S = (J² - S² - N²)/2`, where `J² - S² = X - 1`. -/
def spinRotation (X : ℝ) : Matrix (Fin 2) (Fin 2) ℝ :=
  (1 / 2 : ℝ) • ((X - 1) • (1 : Matrix (Fin 2) (Fin 2) ℝ) - rotSq X)
```

The effective Hamiltonian is
$$H=T+A\,L_zS_z+B\,N^2+g\,\mathbf N\cdot\mathbf S+\tfrac a2\{N^2,L_zS_z\},$$
where the braces denote the anticommutator. This fixes the convention for $A_D$. Lambda-doubling and the quartic centrifugal distortion of $B$ are left out; that a measured $^2\Pi$ state follows this matrix is an assumption about the molecule.

```lean
/-- The effective Hamiltonian with origin `T`, spin-orbit constant `A`, rotational constant `B`,
spin-rotation constant `g` and centrifugal spin-orbit constant `a` (that is, `A_D`). -/
def hamiltonian (T A B g a X : ℝ) : Matrix (Fin 2) (Fin 2) ℝ :=
  T • (1 : Matrix (Fin 2) (Fin 2) ℝ) + A • axialSpinOrbit + B • rotSq X + g • spinRotation X
    + (a / 2) • (rotSq X * axialSpinOrbit + axialSpinOrbit * rotSq X)
```

## Two levels from the secular determinant

The levels will be written with the squared splitting
$$G(X)=(A-2B+g+aX)^2+(2B-g)^2(X-1),$$
which the code calls `splitting`, although it is the square of the energy difference.

```lean
/-- The squared splitting `G(X)` of the two fine-structure levels. -/
def splitting (A B g a X : ℝ) : ℝ :=
  (A - 2 * B + g + a * X) ^ 2 + (2 * B - g) ^ 2 * (X - 1)
```

Half the trace of $H$ is the mean energy $c=T+BX-\tfrac12(g+a)$.

```lean
/-- The mean energy of the two fine-structure levels. -/
def centre (T B g a X : ℝ) : ℝ := T + B * X - (g + a) / 2
```

The candidate levels are $E_\pm=c\pm\tfrac12\sqrt G$, with the sign carried by $\varepsilon=\pm1$.

```lean
/-- The upper (`ε = 1`) or lower (`ε = -1`) fine-structure level, for `X ≥ 1`. -/
def level (ε T A B g a X : ℝ) : ℝ := centre T B g a X + ε * √(splitting A B g a X) / 2
```

Now let $T,A,B,g,a$ change at the rates $\tau,\alpha,\beta,\gamma,\delta$, so that $\gamma$ is the rate of $g$. Substituting $A+s\alpha$, $B+s\beta$, $s\gamma$ and $s\delta$ into $G$ and collecting the terms linear in $s$ gives
$$G'=2(A-2B)(\alpha-2\beta+\gamma+\delta X)+4B(2\beta-\gamma)(X-1).$$

```lean
/-- The first-order rate of change of the squared splitting at `g = a = 0`, when `A, B, g, a`
change at the rates `α, β, γ, δ`. -/
def splittingRate (A B α β γ δ X : ℝ) : ℝ :=
  2 * (A - 2 * B) * (α - 2 * β + γ + δ * X) + 4 * B * (2 * β - γ) * (X - 1)
```

Adding the operators gives the matrix elements
$$\begin{aligned}H_{00}&=T+\tfrac A2+B(X-1)+\tfrac a2(X-1),\\ H_{11}&=T-\tfrac A2+B(X+1)-g-\tfrac a2(X+1),\\ H_{01}&=H_{10}=-(B-\tfrac g2)\sqrt{X-1}.\end{aligned}$$
The anticommutator contributes nothing off the diagonal, because $L_zS_z$ has opposite values in the two states. Lean checks the four entries separately.

```lean
/-- The effective Hamiltonian written out as a two-by-two matrix. -/
theorem hamiltonian_eq (T A B g a X : ℝ) : hamiltonian T A B g a X =
    !![T + A / 2 + B * (X - 1) + a * (X - 1) / 2, -(B - g / 2) * √(X - 1);
       -(B - g / 2) * √(X - 1), T - A / 2 + B * (X + 1) - g - a * (X + 1) / 2] := by
  ext i j
  fin_cases i <;> fin_cases j <;>
    simp [hamiltonian, spinRotation, rotSq, axialSpinOrbit] <;> ring
```

Since $H_{00}-H_{11}=A-2B+g+aX$ and $4H_{01}^2=(2B-g)^2(X-1)$,
$$\det(E-H)=(E-c)^2-\tfrac14G=(E-E_+)(E-E_-).$$
The levels are thus derived from the matrix. In the proof, `key` is this factorisation; `linear_combination` obtains it from the squares of the two square roots.

```lean
/-- For `X ≥ 1` the roots of the secular equation are the two levels
`centre ± √G(X)/2`. -/
theorem secular_equation (T A B g a X E : ℝ) (hX : 1 ≤ X) :
    (E • (1 : Matrix (Fin 2) (Fin 2) ℝ) - hamiltonian T A B g a X).det = 0 ↔
      E = level 1 T A B g a X ∨ E = level (-1) T A B g a X := by
  have hr : √(X - 1) ^ 2 = X - 1 := Real.sq_sqrt (by linarith)
  have hG : splitting A B g a X =
      (A - 2 * B + g + a * X) ^ 2 + (2 * B - g) ^ 2 * (X - 1) := rfl
  have hpos : 0 ≤ splitting A B g a X := by
    rw [hG]
    exact add_nonneg (sq_nonneg _) (mul_nonneg (sq_nonneg _) (by linarith))
  have hq : √(splitting A B g a X) ^ 2 = splitting A B g a X := Real.sq_sqrt hpos
  -- the secular determinant factorises into the two levels
  have key : (E • (1 : Matrix (Fin 2) (Fin 2) ℝ) - hamiltonian T A B g a X).det =
      (E - level 1 T A B g a X) * (E - level (-1) T A B g a X) := by
    have o01 : (1 : Matrix (Fin 2) (Fin 2) ℝ) 0 1 = 0 := by simp
    have o10 : (1 : Matrix (Fin 2) (Fin 2) ℝ) 1 0 = 0 := by simp
    rw [hamiltonian_eq, Matrix.det_fin_two]
    simp only [Matrix.sub_apply, Matrix.smul_apply, smul_eq_mul, Matrix.one_apply_eq, o01, o10,
      Matrix.of_apply, Matrix.cons_val_zero, Matrix.cons_val_one, Matrix.cons_val_fin_one]
    unfold level centre
    linear_combination (-(B - g / 2) ^ 2) * hr + (1 / 4) * hq + (1 / 4) * hG
  rw [key, mul_eq_zero, sub_eq_zero, sub_eq_zero]
```

## A path that leaves the splitting stationary

Take $A\to A-sA$, $g=s(A-2B)$, $a=2Bs$, and write $D=A-2B$, $Y=X-1$. Then
$$G=(D+2BsY)^2+(2B-sD)^2Y=(D^2+4B^2Y)(1+s^2Y),$$
because the cross terms $\pm4BDsY$ cancel. The relative change of $G$ is $s^2(X-1)$: second order in $s$, but growing with $J$.

```lean
/-- Along `A → A - sA`, `g = s(A - 2B)`, `a = 2Bs` the squared splitting is multiplied
exactly by `1 + s²(X - 1)`. -/
theorem splitting_along_path (A B s X : ℝ) :
    splitting (A - s * A) B (s * (A - 2 * B)) (2 * B * s) X =
      splitting A B 0 0 X * (1 + s ^ 2 * (X - 1)) := by
  unfold splitting
  ring
```

To read off derivatives, it is enough that $c_0+sd+s^2k$ has derivative $d$ at $s=0$.

```lean
/-- A quadratic polynomial has its linear coefficient as derivative at zero. -/
lemma hasDerivAt_quadratic (c d k : ℝ) :
    HasDerivAt (fun s : ℝ => c + s * d + s ^ 2 * k) d 0 := by
  have h := (((hasDerivAt_id' (0 : ℝ)).mul_const d).const_add c).fun_add
    (((hasDerivAt_id' (0 : ℝ)).fun_pow 2).mul_const k)
  exact h.congr_deriv (by simp)
```

On the path above $d=0$, so $G$ is stationary for every $X$.

```lean
/-- Along `A → A - sA`, `g = s(A - 2B)`, `a = 2Bs` the derivative of the squared splitting
at `s = 0` vanishes for every `X`. -/
theorem splitting_stationary (A B X : ℝ) :
    HasDerivAt (fun s => splitting (A - s * A) B (s * (A - 2 * B)) (2 * B * s) X) 0 0 := by
  have e : (fun s => splitting (A - s * A) B (s * (A - 2 * B)) (2 * B * s) X) =
      fun s => splitting A B 0 0 X + s * 0 + s ^ 2 * (splitting A B 0 0 X * (X - 1)) := by
    funext s
    rw [splitting_along_path]
    ring
  rw [e]
  exact hasDerivAt_quadratic _ _ _
```

## From the splitting to the energies

At $s=0$, $G_0=(A-2B)^2+4B^2(X-1)$. This is positive for $A\ne2B$ and $X\ge1$, so the square root can be differentiated:
$$E_\pm'=\tau+\beta X-\frac{\gamma+\delta}2\pm\frac{G'}{4\sqrt{G_0}}.$$
In Lean, `hG` and `hc` differentiate $G$ and the centre as quadratics in $s$, and `hG.sqrt` applies the chain rule.

```lean
/-- Let `A ≠ 2B` and `X ≥ 1`, and start from `g = a = 0`. The derivative of `level ε` is that of the
centre plus `ε / 2` times that of the square root of `splitting`. -/
theorem hasDerivAt_level (ε T A B τ α β γ δ X : ℝ) (hA : A - 2 * B ≠ 0) (hX : 1 ≤ X) :
    HasDerivAt (fun s => level ε (T + s * τ) (A + s * α) (B + s * β) (s * γ) (s * δ) X)
      (τ + β * X - (γ + δ) / 2 +
        ε * (splittingRate A B α β γ δ X / (2 * √(splitting A B 0 0 X))) / 2) 0 := by
  have hpos : 0 < splitting A B 0 0 X := by
    have h1 : 0 < (A - 2 * B) ^ 2 := lt_of_le_of_ne (sq_nonneg _) (pow_ne_zero 2 hA).symm
    have h2 : 0 ≤ (2 * B) ^ 2 * (X - 1) := mul_nonneg (sq_nonneg _) (by linarith)
    unfold splitting
    linarith
  have h0 : splitting (A + 0 * α) (B + 0 * β) (0 * γ) (0 * δ) X = splitting A B 0 0 X := by
    simp only [zero_mul, add_zero]
  have hG : HasDerivAt (fun s => splitting (A + s * α) (B + s * β) (s * γ) (s * δ) X)
      (splittingRate A B α β γ δ X) 0 := by
    have e : (fun s => splitting (A + s * α) (B + s * β) (s * γ) (s * δ) X) =
        fun s => splitting A B 0 0 X + s * splittingRate A B α β γ δ X +
          s ^ 2 * ((α - 2 * β + γ + δ * X) ^ 2 + (2 * β - γ) ^ 2 * (X - 1)) := by
      funext s
      unfold splitting splittingRate
      ring
    rw [e]
    exact hasDerivAt_quadratic _ _ _
  have hc : HasDerivAt (fun s => centre (T + s * τ) (B + s * β) (s * γ) (s * δ) X)
      (τ + β * X - (γ + δ) / 2) 0 := by
    have e : (fun s => centre (T + s * τ) (B + s * β) (s * γ) (s * δ) X) =
        fun s => (T + B * X) + s * (τ + β * X - (γ + δ) / 2) + s ^ 2 * 0 := by
      funext s
      unfold centre
      ring
    rw [e]
    exact hasDerivAt_quadratic _ _ _
  -- the square root is differentiable because the unperturbed levels are distinct
  have hs := ((hG.sqrt (by rw [h0]; exact hpos.ne')).const_mul ε).div_const 2
  exact (hc.fun_add hs).congr_deriv (by simp only [h0])
```

If both derivatives vanish, so do their sum and their difference. The first gives a stationary centre, the second $G'=0$; the converse is substitution.

The device that turns this into algebra is `HasDerivAt`. The statement `HasDerivAt f d 0` says that $f$ is differentiable at 0 with derivative $d$. The preceding theorem supplies one value of the derivative and the stationarity assumption supplies the value zero; `HasDerivAt.unique` equates them. Mathlib's function `deriv` would suit the definition less well, since it returns zero at a kink too, where a level is not stationary.

```lean
/-- Let `A ≠ 2B` and `X ≥ 1`, and start from `g = a = 0`. Both levels are stationary exactly when
their centre and their squared splitting are. -/
theorem levels_stationary_iff (T A B τ α β γ δ X : ℝ) (hA : A - 2 * B ≠ 0) (hX : 1 ≤ X) :
    (HasDerivAt (fun s => level 1 (T + s * τ) (A + s * α) (B + s * β) (s * γ) (s * δ) X) 0 0 ∧
      HasDerivAt (fun s => level (-1) (T + s * τ) (A + s * α) (B + s * β) (s * γ) (s * δ) X)
        0 0) ↔
      τ + β * X - (γ + δ) / 2 = 0 ∧ splittingRate A B α β γ δ X = 0 := by
  have hu := hasDerivAt_level 1 T A B τ α β γ δ X hA hX
  have hl := hasDerivAt_level (-1) T A B τ α β γ δ X hA hX
  have hq : 2 * √(splitting A B 0 0 X) ≠ 0 := by
    have h1 : 0 < (A - 2 * B) ^ 2 := lt_of_le_of_ne (sq_nonneg _) (pow_ne_zero 2 hA).symm
    have h2 : 0 ≤ (2 * B) ^ 2 * (X - 1) := mul_nonneg (sq_nonneg _) (by linarith)
    have h3 : 0 < splitting A B 0 0 X := by
      unfold splitting
      linarith
    exact mul_ne_zero two_ne_zero (Real.sqrt_pos.2 h3).ne'
  constructor
  · rintro ⟨h1, h2⟩
    have e1 := hu.unique h1
    have e2 := hl.unique h2
    have hd : splittingRate A B α β γ δ X / (2 * √(splitting A B 0 0 X)) = 0 := by linarith
    exact ⟨by linarith, (div_eq_zero_iff.1 hd).resolve_right hq⟩
  · rintro ⟨hc, hd⟩
    exact ⟨hu.congr_deriv (by rw [hc, hd]; simp), hl.congr_deriv (by rw [hc, hd]; simp)⟩
```

## Two values of $J$ fix the direction

For $J=n+\tfrac32$ with $n=0,1,2,\dots$, $X=(n+2)^2$. Comparing the centre condition at $X=4$ and $X=9$ gives $\beta=0$, and then $\tau=\tfrac12(\gamma+\delta)$. What remains of $G'=0$ is
$$(A-2B)(\alpha+\gamma+\delta X)-2B\gamma(X-1)=0.$$
Its values at $X=4$ and $X=9$ fix the coefficient of $X$ and the constant term:
$$(A-2B)\delta=2B\gamma,\qquad (A-2B)\alpha=-A\gamma.$$
Conversely, these relations make the expression vanish for every $X$. The two `linear_combination` lines after `refine` carry out the elimination. Choosing $\gamma=A-2B$ gives $\delta=2B$, $\alpha=-A$ and $\tau=A/2$, which is the earlier path with a shift of the origin added.

```lean
/-- Let `A ≠ 2B` and start from `g = a = 0`. Both levels are stationary for every
`J = n + 3/2` exactly when `B` is fixed and the rates of `T`, `A` and `a` are tied to that
of `g` by the three stated relations. -/
theorem indeterminacy_iff (T A B τ α β γ δ : ℝ) (hA : A - 2 * B ≠ 0) :
    (∀ n : ℕ,
      HasDerivAt (fun s => level 1 (T + s * τ) (A + s * α) (B + s * β) (s * γ) (s * δ)
        (((n : ℝ) + 2) ^ 2)) 0 0 ∧
      HasDerivAt (fun s => level (-1) (T + s * τ) (A + s * α) (B + s * β) (s * γ) (s * δ)
        (((n : ℝ) + 2) ^ 2)) 0 0) ↔
      β = 0 ∧ τ = (γ + δ) / 2 ∧ (A - 2 * B) * δ = 2 * B * γ ∧ (A - 2 * B) * α = -A * γ := by
  have hX (n : ℕ) : (1 : ℝ) ≤ ((n : ℝ) + 2) ^ 2 := by
    have hn : (0 : ℝ) ≤ n := Nat.cast_nonneg n
    nlinarith
  constructor
  · intro h
    -- J = 3/2 and J = 5/2 already fix all the relations
    obtain ⟨c0, d0⟩ := (levels_stationary_iff T A B τ α β γ δ _ hA (hX 0)).1 (h 0)
    obtain ⟨c1, d1⟩ := (levels_stationary_iff T A B τ α β γ δ _ hA (hX 1)).1 (h 1)
    unfold splittingRate at d0 d1
    push_cast at c0 c1 d0 d1
    have hβ : β = 0 := by linarith
    subst hβ
    refine ⟨rfl, by linarith, ?_, ?_⟩
    · linear_combination (1 / 10) * d1 - (1 / 10) * d0
    · linear_combination (9 / 10) * d0 - (4 / 10) * d1
  · rintro ⟨hβ, hτ, hδ, hα⟩ n
    subst hβ
    refine (levels_stationary_iff T A B τ α 0 γ δ _ hA (hX n)).2 ⟨by rw [hτ]; ring, ?_⟩
    unfold splittingRate
    linear_combination (2 * ((n : ℝ) + 2) ^ 2) * hδ + 2 * hα
```

## The single level at $J=1/2$

At $J=1/2$, $X=1$ and only the $\Omega=1/2$ state exists, with energy $H_{11}=T-\tfrac A2+2B-g-a$. Along the path with $T\to T+sA/2$ its change is
$$\tfrac{sA}2+\tfrac{sA}2-s(A-2B)-2Bs=0$$
for every $s$, so this level does not help to separate the constants along the path. In the Lean expression the final `1 1 1` stands for $X=1$ followed by the matrix indices 1, 1.

```lean
/-- At `J = 1/2` the energy of the `Ω = 1/2` level is exactly unchanged along the path
`T → T + sA/2`, `A → A - sA`, `g = s(A - 2B)`, `a = 2Bs`. -/
theorem lowest_level_invariant (T A B s : ℝ) :
    hamiltonian (T + s * A / 2) (A - s * A) B (s * (A - 2 * B)) (2 * B * s) 1 1 1 =
      hamiltonian T A B 0 0 1 1 1 := by
  rw [hamiltonian_eq, hamiltonian_eq]
  simp only [Matrix.of_apply, Matrix.cons_val_one, Matrix.cons_val_fin_one]
  ring

end

end DoubletPiIndeterminacy
```

```lean
#print axioms DoubletPiIndeterminacy.splitting_stationary
-- 'DoubletPiIndeterminacy.splitting_stationary' depends on axioms: [propext, Classical.choice, Quot.sound]
#print axioms DoubletPiIndeterminacy.hasDerivAt_level
-- 'DoubletPiIndeterminacy.hasDerivAt_level' depends on axioms: [propext, Classical.choice, Quot.sound]
#print axioms DoubletPiIndeterminacy.indeterminacy_iff
-- 'DoubletPiIndeterminacy.indeterminacy_iff' depends on axioms: [propext, Classical.choice, Quot.sound]
#print axioms DoubletPiIndeterminacy.lowest_level_invariant
-- 'DoubletPiIndeterminacy.lowest_level_invariant' depends on axioms: [propext, Classical.choice, Quot.sound]
```
